# Three collinear atoms with all three distances constrained make G M⁻¹ Gᵀ singular

If three atoms with positive masses lie on a line in ℝ³ and all three squared distances are constrained, the constraint gradients, which are the rows of G, are linearly dependent and det(G M⁻¹ Gᵀ) = 0, where M is the diagonal mass matrix. The linear equations for the multipliers then fail for some right-hand sides. I can see this for a symmetric molecule, but I would like a rigorous, machine-checked proof for any masses and spacings. Is a line the only bad arrangement?

## Singular on a line, and nowhere else

Yes. For positive masses the determinant vanishes exactly when the atoms are collinear, coincident atoms included. So among classical three-site models with all distances constrained, bent water has an invertible matrix and linear CO₂ does not.

Number the atoms 0, 1, 2 cyclically and write bₖ = rₖ − rₖ₊₁, Aₖ = |bₖ|², qₖₗ = bₖ·bₗ and wᵢ = 1/mᵢ. Displacing the atoms by t v changes |bₖ|² at the initial rate 2bₖ·(vₖ − vₖ₊₁). Row k of G therefore holds 2bₖ at atom k and −2bₖ at atom k+1. Two different bonds share one atom, with opposite signs, so G M⁻¹ Gᵀ has the entries

diagonal: 4(w₀+w₁)A₀, 4(w₁+w₂)A₁, 4(w₂+w₀)A₂

off-diagonal: (0,1) −4w₁q₀₁, (1,2) −4w₂q₁₂, (0,2) −4w₀q₀₂

Expanding the symmetric determinant gives

det/64 = (w₀+w₁)(w₁+w₂)(w₂+w₀)A₀A₁A₂ − 2w₀w₁w₂q₀₁q₁₂q₀₂ − (w₀+w₁)w₂²A₀q₁₂² − (w₁+w₂)w₀²A₁q₀₂² − (w₂+w₀)w₁²A₂q₀₁²

Since b₀ + b₁ + b₂ = 0, all pairs of bonds have the same squared cross product:

N = |b₀×b₁|² = A₀A₁ − q₀₁² = A₁A₂ − q₁₂² = A₂A₀ − q₀₂²

The Gram determinant of the three bonds is also zero. Replacing each q² in it by the matching AA − N gives

2(A₀A₁A₂ − q₀₁q₁₂q₀₂) = N(A₀+A₁+A₂)

The same replacement in det/64, with the product of the three sums of w multiplied out, leaves

det = 64 N [w₀w₁w₂(A₀+A₁+A₂) + w₂²(w₀+w₁)A₀ + w₀²(w₁+w₂)A₁ + w₁²(w₂+w₀)A₂]

If N ≠ 0, then A₀ > 0 and the bracket is positive. Hence det = 0 exactly when b₀×b₁ = 0, which means collinear atoms.

On a line rᵢ = p + sᵢu, the bonds are αu, βu, γu with α+β+γ = 0. Take κ = (βγ, γα, αβ). Then κ₀b₀ = κ₁b₁ = κ₂b₂, and the contributions to κᵀG cancel on every atom. If κ = 0, all atoms coincide, every gradient vanishes and κ = (1,1,1) serves. Conversely, κᵀG = 0 with κ ≠ 0 makes the determinant zero.

Finally, if G M⁻¹ Gᵀ l = κ had a solution, then κ·κ = κᵀG M⁻¹ Gᵀ l = 0, a contradiction.

## What the Lean statements say

`bond`, `constraint`, `jacobian` and `massMatrix` are bₖ, |bₖ|² − dₖ², the 3×9 matrix G and the diagonal M; `multiplierMatrix` uses the matrix inverse of M. `OnLine` is the parametrisation above, with u = 0 allowed. The positions need not satisfy the constraints, and the dₖ do not enter G.

Both Jacobians are taken at the same positions. Time steps and the convergence of SHAKE iterations are not modelled.

```lean
import Mathlib

open Matrix

namespace CollinearShake

noncomputable section

/-- The difference vector from atom `k + 1` to atom `k`, with the three atoms numbered
cyclically. -/
def bond (r : Fin 3 → Fin 3 → ℝ) (k : Fin 3) : Fin 3 → ℝ :=
  fun c => r k c - r (k + 1) c

/-- The constraint that the squared length of bond `k` equals `d k ^ 2`. -/
def constraint (d : Fin 3 → ℝ) (r : Fin 3 → Fin 3 → ℝ) (k : Fin 3) : ℝ :=
  bond r k ⬝ᵥ bond r k - d k ^ 2

/-- The matrix `G` whose row `k` is the gradient of constraint `k` with respect to the nine
Cartesian coordinates (atom, component). -/
def jacobian (r : Fin 3 → Fin 3 → ℝ) : Matrix (Fin 3) (Fin 3 × Fin 3) ℝ :=
  Matrix.of fun k p => 2 * bond r k p.2 *
    ((if p.1 = k then 1 else 0) - (if p.1 = k + 1 then 1 else 0))

/-- The diagonal mass matrix `M` on the nine Cartesian coordinates. -/
def massMatrix (m : Fin 3 → ℝ) : Matrix (Fin 3 × Fin 3) (Fin 3 × Fin 3) ℝ :=
  Matrix.diagonal fun p => m p.1

/-- The matrix `G M⁻¹ Gᵀ` of the linear equations for the multipliers, for non-zero masses. -/
def multiplierMatrix (m : Fin 3 → ℝ) (r : Fin 3 → Fin 3 → ℝ) : Matrix (Fin 3) (Fin 3) ℝ :=
  jacobian r * (massMatrix m)⁻¹ * (jacobian r)ᵀ

/-- The three atoms lie on a common line through `p` along `u`. -/
def OnLine (r : Fin 3 → Fin 3 → ℝ) : Prop :=
  ∃ p u s : Fin 3 → ℝ, ∀ i c, r i c = p c + s i * u c

/-- The rate of change of each constraint along a displacement `v` of the atoms is the
corresponding entry of `G v`. -/
theorem hasDerivAt_constraint (d : Fin 3 → ℝ) (r v : Fin 3 → Fin 3 → ℝ) (k : Fin 3) :
    HasDerivAt (fun t : ℝ => constraint d (r + t • v) k)
      ((jacobian r *ᵥ fun p => v p.1 p.2) k) 0 := by
  have hL : (jacobian r *ᵥ fun p => v p.1 p.2) k = 2 * (bond r k ⬝ᵥ bond v k) := by
    fin_cases k <;>
      simp [Matrix.mulVec, dotProduct, Fintype.sum_prod_type, Fin.sum_univ_three,
        jacobian, bond] <;> ring
  -- the constraint is a quadratic polynomial in the displacement parameter
  have hq : (fun t : ℝ => constraint d (r + t • v) k) = fun t : ℝ =>
      (constraint d r k + t * (2 * (bond r k ⬝ᵥ bond v k))) +
        t ^ 2 * (bond v k ⬝ᵥ bond v k) := by
    funext t
    simp only [constraint, bond, dotProduct, Fin.sum_univ_three, Pi.add_apply,
      Pi.smul_apply, smul_eq_mul]
    ring
  rw [hq, hL]
  have h1 := ((hasDerivAt_id' (0 : ℝ)).mul_const
    (2 * (bond r k ⬝ᵥ bond v k))).const_add (constraint d r k)
  have h2 := ((hasDerivAt_id' (0 : ℝ)).fun_pow 2).mul_const (bond v k ⬝ᵥ bond v k)
  exact (h1.fun_add h2).congr_deriv (by simp)

/-- The entries of `G M⁻¹ Gᵀ` in terms of inverse masses and scalar products of bonds. -/
theorem multiplierMatrix_eq (m : Fin 3 → ℝ) (hm : ∀ i, m i ≠ 0) (r : Fin 3 → Fin 3 → ℝ) :
    multiplierMatrix m r =
      !![4 * ((m 0)⁻¹ + (m 1)⁻¹) * (bond r 0 ⬝ᵥ bond r 0),
          -4 * (m 1)⁻¹ * (bond r 0 ⬝ᵥ bond r 1), -4 * (m 0)⁻¹ * (bond r 0 ⬝ᵥ bond r 2);
        -4 * (m 1)⁻¹ * (bond r 0 ⬝ᵥ bond r 1),
          4 * ((m 1)⁻¹ + (m 2)⁻¹) * (bond r 1 ⬝ᵥ bond r 1),
          -4 * (m 2)⁻¹ * (bond r 1 ⬝ᵥ bond r 2);
        -4 * (m 0)⁻¹ * (bond r 0 ⬝ᵥ bond r 2), -4 * (m 2)⁻¹ * (bond r 1 ⬝ᵥ bond r 2),
          4 * ((m 2)⁻¹ + (m 0)⁻¹) * (bond r 2 ⬝ᵥ bond r 2)] := by
  have hinv : (massMatrix m)⁻¹ = Matrix.diagonal fun p => (m p.1)⁻¹ := by
    apply Matrix.inv_eq_right_inv
    rw [massMatrix, Matrix.diagonal_mul_diagonal, ← Matrix.diagonal_one]
    congr 1
    funext p
    exact mul_inv_cancel₀ (hm p.1)
  rw [multiplierMatrix, hinv]
  ext k l
  fin_cases k <;> fin_cases l <;>
    simp [Matrix.mul_apply, Fintype.sum_prod_type,
      Fin.sum_univ_three, jacobian, dotProduct] <;> ring

/-- The determinant of `G M⁻¹ Gᵀ` is the squared cross product of two bonds times a weighted
sum of the squared bond lengths. -/
theorem det_multiplierMatrix (m : Fin 3 → ℝ) (hm : ∀ i, m i ≠ 0) (r : Fin 3 → Fin 3 → ℝ) :
    (multiplierMatrix m r).det =
      64 * (crossProduct (bond r 0) (bond r 1) ⬝ᵥ crossProduct (bond r 0) (bond r 1)) *
      ((m 0)⁻¹ * (m 1)⁻¹ * (m 2)⁻¹ *
          (bond r 0 ⬝ᵥ bond r 0 + bond r 1 ⬝ᵥ bond r 1 + bond r 2 ⬝ᵥ bond r 2) +
        (m 2)⁻¹ ^ 2 * ((m 0)⁻¹ + (m 1)⁻¹) * (bond r 0 ⬝ᵥ bond r 0) +
        (m 0)⁻¹ ^ 2 * ((m 1)⁻¹ + (m 2)⁻¹) * (bond r 1 ⬝ᵥ bond r 1) +
        (m 1)⁻¹ ^ 2 * ((m 2)⁻¹ + (m 0)⁻¹) * (bond r 2 ⬝ᵥ bond r 2)) := by
  -- the three bonds close to a triangle
  have hc : bond r 2 = -(bond r 0 + bond r 1) := by
    funext c
    show r 2 c - r 0 c = -((r 0 c - r 1 c) + (r 1 c - r 2 c))
    ring
  have h10 := dotProduct_comm (bond r 1) (bond r 0)
  have h02 : bond r 0 ⬝ᵥ bond r 2 = -(bond r 0 ⬝ᵥ bond r 0 + bond r 0 ⬝ᵥ bond r 1) := by
    rw [hc, dotProduct_neg, dotProduct_add]
  have h12 : bond r 1 ⬝ᵥ bond r 2 = -(bond r 0 ⬝ᵥ bond r 1 + bond r 1 ⬝ᵥ bond r 1) := by
    rw [hc, dotProduct_neg, dotProduct_add, h10]
  have h22 : bond r 2 ⬝ᵥ bond r 2 =
      bond r 0 ⬝ᵥ bond r 0 + 2 * (bond r 0 ⬝ᵥ bond r 1) + bond r 1 ⬝ᵥ bond r 1 := by
    rw [hc]
    simp only [neg_dotProduct, dotProduct_neg, add_dotProduct, dotProduct_add, h10]
    ring
  rw [multiplierMatrix_eq m hm, cross_dot_cross, h10, h02, h12, h22, Matrix.det_fin_three]
  simp only [Matrix.of_apply, Matrix.cons_val', Matrix.cons_val_zero, Matrix.cons_val_one,
    Matrix.cons_val, Matrix.cons_val_fin_one]
  ring

/-- Three atoms are collinear exactly when the cross product of two bonds vanishes. -/
theorem onLine_iff_cross (r : Fin 3 → Fin 3 → ℝ) :
    OnLine r ↔ crossProduct (bond r 0) (bond r 1) = 0 := by
  constructor
  · rintro ⟨p, u, s, hs⟩
    have h0 : bond r 0 = (s 0 - s 1) • u := by
      funext c
      show r 0 c - r 1 c = (s 0 - s 1) * u c
      rw [hs 0 c, hs 1 c]; ring
    have h1 : bond r 1 = (s 1 - s 2) • u := by
      funext c
      show r 1 c - r 2 c = (s 1 - s 2) * u c
      rw [hs 1 c, hs 2 c]; ring
    rw [h0, h1, map_smul, map_smul, LinearMap.smul_apply, cross_self, smul_zero, smul_zero]
  · intro h
    rw [cross_apply] at h
    have e0 : bond r 0 1 * bond r 1 2 - bond r 0 2 * bond r 1 1 = 0 := congrFun h 0
    have e1 : bond r 0 2 * bond r 1 0 - bond r 0 0 * bond r 1 2 = 0 := congrFun h 1
    have e2 : bond r 0 0 * bond r 1 1 - bond r 0 1 * bond r 1 0 = 0 := congrFun h 2
    have key : ∀ j c : Fin 3, bond r 0 j * bond r 1 c = bond r 0 c * bond r 1 j := by
      intro j c
      fin_cases j <;> fin_cases c <;>
        simp only [Fin.zero_eta, Fin.mk_one, Fin.reduceFinMk] <;> linarith
    have b0 : ∀ c, bond r 0 c = r 0 c - r 1 c := fun _ => rfl
    have b1 : ∀ c, bond r 1 c = r 1 c - r 2 c := fun _ => rfl
    by_cases ha : ∀ j, bond r 0 j = 0
    · -- atoms 0 and 1 coincide: the line runs along the other bond
      refine ⟨r 1, bond r 1, ![0, 0, -1], fun i c => ?_⟩
      have h0 := ha c
      rw [b0] at h0
      fin_cases i <;> simp [b1]
      linarith
    · push Not at ha
      obtain ⟨j, hj⟩ := ha
      refine ⟨r 1, bond r 0, ![1, 0, -(bond r 1 j / bond r 0 j)], fun i c => ?_⟩
      have h1 : bond r 1 c = bond r 1 j / bond r 0 j * bond r 0 c := by
        rw [div_mul_eq_mul_div, eq_div_iff hj]
        linarith [key j c]
      have h2 := b0 c
      have h3 := b1 c
      fin_cases i <;> simp <;> linarith

/-- For positive masses, `G M⁻¹ Gᵀ` has determinant zero exactly when the three atoms are
collinear. -/
theorem det_eq_zero_iff_onLine (m : Fin 3 → ℝ) (hm : ∀ i, 0 < m i)
    (r : Fin 3 → Fin 3 → ℝ) : (multiplierMatrix m r).det = 0 ↔ OnLine r := by
  rw [det_multiplierMatrix m (fun i => (hm i).ne'), onLine_iff_cross]
  have nn : ∀ v : Fin 3 → ℝ, 0 ≤ v ⬝ᵥ v :=
    fun v => Finset.sum_nonneg fun i _ => mul_self_nonneg (v i)
  constructor
  · intro h
    by_contra hn
    have ha : bond r 0 ≠ 0 := by
      intro h0
      apply hn
      rw [h0, map_zero, LinearMap.zero_apply]
    have pos : ∀ v : Fin 3 → ℝ, v ≠ 0 → 0 < v ⬝ᵥ v :=
      fun v hv => lt_of_le_of_ne (nn v) (Ne.symm (mt dotProduct_self_eq_zero.1 hv))
    have hA := pos _ ha
    have hN := pos _ hn
    have hB := nn (bond r 1)
    have hC := nn (bond r 2)
    have w0 := inv_pos.2 (hm 0)
    have w1 := inv_pos.2 (hm 1)
    have w2 := inv_pos.2 (hm 2)
    -- both factors of the determinant are positive
    exact absurd h (ne_of_gt (by positivity))
  · intro h
    rw [h, zero_dotProduct, mul_zero, zero_mul]

/-- A non-trivial linear combination of the three constraint gradients vanishes exactly when
the atoms are collinear. -/
theorem gradients_dependent_iff_onLine (r : Fin 3 → Fin 3 → ℝ) :
    (∃ κ : Fin 3 → ℝ, κ ≠ 0 ∧ κ ᵥ* jacobian r = 0) ↔ OnLine r := by
  constructor
  · rintro ⟨κ, hκ, h0⟩
    rw [← det_eq_zero_iff_onLine (fun _ => 1) (fun _ => one_pos) r,
      ← Matrix.exists_vecMul_eq_zero_iff]
    refine ⟨κ, hκ, ?_⟩
    rw [multiplierMatrix, ← Matrix.vecMul_vecMul, ← Matrix.vecMul_vecMul, h0,
      Matrix.zero_vecMul, Matrix.zero_vecMul]
  · rintro ⟨p, u, s, hs⟩
    -- the forces balance when all three weighted bonds agree
    have force : ∀ κ : Fin 3 → ℝ, (∀ c, κ 0 * bond r 0 c = κ 1 * bond r 1 c ∧
        κ 1 * bond r 1 c = κ 2 * bond r 2 c) → κ ᵥ* jacobian r = 0 := by
      intro κ h
      ext ⟨i, c⟩
      obtain ⟨h1, h2⟩ := h c
      fin_cases i <;>
        simp [Matrix.vecMul, dotProduct, Fin.sum_univ_three, jacobian] <;> linarith
    have b0 : ∀ c, bond r 0 c = (s 0 - s 1) * u c := by
      intro c
      show r 0 c - r 1 c = _
      rw [hs 0 c, hs 1 c]; ring
    have b1 : ∀ c, bond r 1 c = (s 1 - s 2) * u c := by
      intro c
      show r 1 c - r 2 c = _
      rw [hs 1 c, hs 2 c]; ring
    have b2 : ∀ c, bond r 2 c = (s 2 - s 0) * u c := by
      intro c
      show r 2 c - r 0 c = _
      rw [hs 2 c, hs 0 c]; ring
    by_cases hκ : ![(s 1 - s 2) * (s 2 - s 0), (s 2 - s 0) * (s 0 - s 1),
        (s 0 - s 1) * (s 1 - s 2)] = 0
    · -- all atoms coincide, so every gradient vanishes
      have h0 : (s 1 - s 2) * (s 2 - s 0) = 0 := congrFun hκ 0
      have h1 : (s 2 - s 0) * (s 0 - s 1) = 0 := congrFun hκ 1
      have h2 : (s 0 - s 1) * (s 1 - s 2) = 0 := congrFun hκ 2
      have ha : s 0 - s 1 = 0 :=
        (pow_eq_zero_iff two_ne_zero).1 (by linear_combination -h2 - h1)
      have hb : s 1 - s 2 = 0 :=
        (pow_eq_zero_iff two_ne_zero).1 (by linear_combination -h2 - h0)
      refine ⟨fun _ => 1, fun h => one_ne_zero (congrFun h 0), force _ fun c => ?_⟩
      rw [b0, b1, b2]
      exact ⟨by linear_combination u c * ha - u c * hb,
        by linear_combination u c * ha + 2 * u c * hb⟩
    · refine ⟨_, hκ, force _ fun c => ?_⟩
      rw [b0, b1, b2]
      constructor <;> simp only [Matrix.cons_val_zero, Matrix.cons_val_one,
        Matrix.cons_val] <;> ring

/-- For positive masses, the multiplier equations have a solution for every right-hand side
exactly when the atoms are not collinear. -/
theorem multipliers_solvable_iff (m : Fin 3 → ℝ) (hm : ∀ i, 0 < m i)
    (r : Fin 3 → Fin 3 → ℝ) :
    (∀ b : Fin 3 → ℝ, ∃ l : Fin 3 → ℝ, multiplierMatrix m r *ᵥ l = b) ↔ ¬ OnLine r := by
  constructor
  · intro h hline
    obtain ⟨κ, hκ, h0⟩ := (gradients_dependent_iff_onLine r).2 hline
    obtain ⟨l, hl⟩ := h κ
    -- the right-hand side `κ` would have to be orthogonal to itself
    apply hκ
    apply dotProduct_self_eq_zero.1
    calc κ ⬝ᵥ κ = κ ⬝ᵥ (multiplierMatrix m r *ᵥ l) := by rw [hl]
      _ = 0 := by
        rw [Matrix.dotProduct_mulVec, multiplierMatrix, ← Matrix.vecMul_vecMul,
          ← Matrix.vecMul_vecMul, h0, Matrix.zero_vecMul, Matrix.zero_vecMul,
          zero_dotProduct]
  · intro h b
    have hdet : IsUnit (multiplierMatrix m r).det :=
      isUnit_iff_ne_zero.2 (mt (det_eq_zero_iff_onLine m hm r).1 h)
    refine ⟨(multiplierMatrix m r)⁻¹ *ᵥ b, ?_⟩
    rw [Matrix.mulVec_mulVec, Matrix.mul_nonsing_inv _ hdet, Matrix.one_mulVec]

end

end CollinearShake
```

```lean
#print axioms CollinearShake.hasDerivAt_constraint
-- 'CollinearShake.hasDerivAt_constraint' depends on axioms: [propext, Classical.choice, Quot.sound]
#print axioms CollinearShake.gradients_dependent_iff_onLine
-- 'CollinearShake.gradients_dependent_iff_onLine' depends on axioms: [propext, Classical.choice, Quot.sound]
#print axioms CollinearShake.multipliers_solvable_iff
-- 'CollinearShake.multipliers_solvable_iff' depends on axioms: [propext, Classical.choice, Quot.sound]
```

## How the proof follows the algebra

`hasDerivAt_constraint` writes the constraint as a quadratic in t and reads off its linear coefficient. `multiplierMatrix_eq` computes the entries. `det_multiplierMatrix` uses closure to eliminate bond 2, and `ring` checks the factorisation in one go, replacing the Gram argument.

`onLine_iff_cross` treats b₀ = 0 separately, because otherwise b₁ is written as a multiple of b₀. In `det_eq_zero_iff_onLine`, `positivity` shows that the determinant is positive off the line. `gradients_dependent_iff_onLine` uses the explicit κ in one direction and the determinant with unit masses in the other. `multipliers_solvable_iff` uses κ as the unreachable right-hand side, and the inverse matrix when the atoms are not collinear.

## In a constraint solver

The velocity stage of RATTLE replaces the velocities v by v − M⁻¹Gᵀμ, where the multipliers μ solve G M⁻¹ Gᵀ μ = G v. On a line this particular right-hand side is still reachable, but μ is not unique, and a direct solver that expects an invertible matrix meets a zero pivot, or a tiny one after rounding. A SHAKE Newton step pairs Jacobians at new and old positions, so its matrix is a different one, but it too is singular whenever the atoms are collinear at either set of positions. For a rigid linear triatomic, an alternative is to move two mass points with one distance constraint, chosen to reproduce the total mass, centre of mass and moment of inertia. All three atoms are then placed on the line through these points as fixed linear combinations of their positions, and the forces on the atoms are passed back to the two points with the same coefficients.
